# The basic FFT homogenization scheme for linear symmetric materials: contraction at the midpoint reference medium, divergence below half the lower bound

A periodic composite of lossless dielectrics is placed in a static electric field of prescribed mean $u$. The field in the material is $u+e$, where the fluctuation $e$ is a periodic gradient with zero mean, and the displacement field must be free of divergence. The basic FFT scheme seeks $e$ by iterating with a uniform reference medium of permittivity $c$. The choice of $c$ decides whether the iteration converges, and how fast.

## Error factors set by the reference medium

Let $M$ be the operator that multiplies a field by the local permittivity, $E$ the space of compatible fluctuations and $P$ the orthogonal projector onto $E$. One step is

$$e\;\mapsto\; e-\tfrac1c\,P M(u+e).$$

Here $u$ is the mean field, not a displacement. Suppose that $M$ is symmetric and $a\|x\|^2\le\langle x,Mx\rangle\le b\|x\|^2$ with $0<a\le b$. Then one field $s\in E$ is the unique fixed point for every $c\neq0$, and

- for $c=(a+b)/2$, the error $\|e-s\|$ after $n$ steps is at most $\left(\frac{b-a}{b+a}\right)^n$ times its initial value;
- for $0<c<a/2$, every nonzero error grows at each step and diverges.

## One iteration on a voxel grid

Take a grid with an odd number of voxels along each axis, so that the Fourier step below keeps real fields real. A code starts from a field in $E$, such as $e=0$; a part outside $E$ would never be removed. At each step it multiplies $u+e$ by the permittivity in each voxel and transforms the result to Fourier coefficients $\hat f(k)$ with wave vectors $k$. It replaces $\hat f(k)$ by $k\,(k\cdot\hat f(k))/|k|^2$ for $k\ne0$ and by zero for $k=0$, transforms back, divides by $c$ and subtracts from $e$. The bounds $a$ and $b$ can be taken as the smallest and largest eigenvalues of the voxel permittivities.

For relative permittivities 2 and 10, the midpoint is $c=6$ and the factor is $2/3$, so 35 steps reduce the error by at least $10^6$. Any positive $c$ below 1 diverges unless the run starts at the solution. Any $c$ above $b/2=5$ converges, because the factor $\kappa$ derived below is then less than 1. Between 1 and 5 the bounds $a$ and $b$ alone do not decide. For the static response of linear, lossless composites, the bound thus gives an iteration count before the run starts. The common fixed point means that all convergent runs give the same answer, whatever the value of $c$.

## From the error law to the rates

Let $d$ be the difference of two iterates and $d^+$ their difference one step later. The mean field cancels, so $d^+=d-PMd/c$. Since $\langle w,Px\rangle=\langle w,x\rangle$ for $w\in E$,

$$\langle w,d^+\rangle=\langle w,Sd\rangle,\qquad S=1-M/c .$$

**Upper bound.** For $c>0$, the bounds on $M$ give $|\langle x,Sx\rangle|\le\kappa\|x\|^2$ with $\kappa=\max(1-a/c,\;b/c-1)\ge0$. As $S$ is symmetric, polarization gives

$$4\langle q,Sp\rangle=\langle p+q,S(p+q)\rangle-\langle p-q,S(p-q)\rangle\le2\kappa(\|p\|^2+\|q\|^2).$$

If $\kappa>0$, setting $p=\kappa x$ and $q=Sx$ gives $\|Sx\|\le\kappa\|x\|$. If $\kappa=0$, setting $p=x$ and $q=Sx$ gives $Sx=0$. Now take $w=d^+$:

$$\|d^+\|^2=\langle d^+,Sd\rangle\le\|d^+\|\,\kappa\|d\|,$$

so $\|d^+\|\le\kappa\|d\|$. At $c=(a+b)/2$ both entries of the maximum equal $(b-a)/(b+a)<1$.

**Fixed point.** A field is fixed exactly when $PM(u+e)=0$, that is, when $\langle w,M(u+e)\rangle=0$ for all $w\in E$. This condition does not contain $c$. Banach's theorem at the midpoint gives one solution $s$, which therefore serves every $c\ne0$. Applying the contraction $n$ times with $s$ as the second iterate gives the power law.

**Growth.** For $c>0$, take $w=d$ and use the Cauchy–Schwarz inequality:

$$-\|d\|\|d^+\|\le\langle d,d^+\rangle=\|d\|^2-\tfrac1c\langle d,Md\rangle\le(1-a/c)\|d\|^2 .$$

Hence $\|d^+\|\ge(a/c-1)\|d\|$. For $0<c<a/2$ the factor exceeds 1, and the error after $n$ steps is at least $(a/c-1)^n\|e-s\|$, which tends to infinity if $e\neq s$.

**Optimal rate.** Suppose that $E$ contains eigenvectors of $M$ for $a$ and $b$. Errors along them are multiplied by $1-a/c$ and $1-b/c$. If some $c>0$ contracts all errors by $\rho$, then $c(1-\rho)\le a$ and $b\le c(1+\rho)$. Multiplying the first by $b$ and the second by $a$ gives $b(1-\rho)\le a(1+\rho)$, so $\rho\ge(b-a)/(b+a)$.

## Lean code for the iteration and its rates

```lean
import Mathlib

open Filter
open scoped InnerProductSpace

namespace FFTHomogenization

noncomputable section

variable {V : Type*} [NormedAddCommGroup V] [InnerProductSpace ℝ V]

/-- One step of the basic FFT scheme, `e ↦ e - P M (u + e) / c`, for the fluctuation field `e` in
the space `E` of compatible fields, with mean field `u`, material operator `M` and reference
medium `c ≠ 0`; `P` is the orthogonal projector onto `E`. -/
def basicStep (M : V →ₗ[ℝ] V) (E : Submodule ℝ V) [CompleteSpace E] (c : ℝ) (u : V) (e : E) : E :=
  e - c⁻¹ • E.orthogonalProjectionOnto (M (u + e))

/-- A symmetric operator whose quadratic form is bounded in size by `r ‖x‖²` stretches no vector
by more than the factor `r`. -/
theorem norm_apply_le_of_form_le {S : V →ₗ[ℝ] V} (hS : S.IsSymmetric) {r : ℝ}
    (h : ∀ x, |⟪x, S x⟫_ℝ| ≤ r * ‖x‖ ^ 2) (x : V) : ‖S x‖ ≤ r * ‖x‖ := by
  by_cases hx : x = 0
  · simp [hx]
  have hX : 0 < ‖x‖ ^ 2 := pow_pos (norm_pos_iff.mpr hx) 2
  have hr : 0 ≤ r := by
    by_contra hneg
    have h1 := mul_neg_of_neg_of_pos (not_le.mp hneg) hX
    linarith [abs_nonneg ⟪x, S x⟫_ℝ, h x]
  -- polarization turns the bound on the form into a bound on matrix elements
  have key : ∀ p q : V, 4 * ⟪q, S p⟫_ℝ ≤ r * (2 * ‖p‖ ^ 2 + 2 * ‖q‖ ^ 2) := by
    intro p q
    have h1 := (abs_le.mp (h (p + q))).2
    have h2 := (abs_le.mp (h (p - q))).1
    have hs : ⟪q, S p⟫_ℝ = ⟪p, S q⟫_ℝ := (hS q p).symm.trans (real_inner_comm _ _)
    simp only [map_add, inner_add_left, inner_add_right, norm_add_sq_real] at h1
    simp only [map_sub, inner_sub_left, inner_sub_right, norm_sub_sq_real] at h2
    linarith
  have hN : ‖S x‖ ^ 2 ≤ (r * ‖x‖) ^ 2 := by
    rcases hr.eq_or_lt with h0 | hpos
    · have k := key x (S x)
      rw [real_inner_self_eq_norm_sq, ← h0] at k
      rw [← h0]
      linarith
    · have k := key (r • x) (S x)
      simp only [map_smul, real_inner_smul_right, real_inner_self_eq_norm_sq, norm_smul,
        Real.norm_eq_abs, mul_pow, sq_abs] at k
      have k' : r * ‖S x‖ ^ 2 ≤ r * (r * ‖x‖) ^ 2 := by linarith
      exact le_of_mul_le_mul_left k' hpos
  exact (sq_le_sq₀ (norm_nonneg _) (mul_nonneg hr (norm_nonneg _))).mp hN

variable (M : V →ₗ[ℝ] V) (E : Submodule ℝ V) [CompleteSpace E]

/-- Error propagation: tested against any compatible field `w`, the difference `d` of two iterates
becomes `d - M d / c` after one step. -/
theorem inner_error (c : ℝ) (u : V) (e e' w : E) :
    ⟪(w : V), ((basicStep M E c u e - basicStep M E c u e' : E) : V)⟫_ℝ =
      ⟪(w : V), ((e - e' : E) : V)⟫_ℝ - c⁻¹ * ⟪(w : V), M ((e - e' : E) : V)⟫_ℝ := by
  have hP : ∀ x : V, ⟪(w : V), (E.orthogonalProjectionOnto x : V)⟫_ℝ = ⟪(w : V), x⟫_ℝ :=
    fun x => E.inner_orthogonalProjectionOnto_eq_of_mem_left w x
  simp only [basicStep, Submodule.coe_add, Submodule.coe_sub, Submodule.coe_smul, inner_sub_right,
    real_inner_smul_right, hP, map_add, map_sub, inner_add_right]
  ring

/-- For `c ≠ 0`, a field is a fixed point of the scheme exactly when the flux `M (u + e)` is
orthogonal to every compatible field. -/
theorem basicStep_eq_self_iff {c : ℝ} (hc : c ≠ 0) (u : V) (e : E) :
    basicStep M E c u e = e ↔ ∀ w : E, ⟪(w : V), M (u + e)⟫_ℝ = 0 := by
  have hP : ∀ w : E, ⟪(w : V), (E.orthogonalProjectionOnto (M (u + e)) : V)⟫_ℝ
      = ⟪(w : V), M (u + e)⟫_ℝ :=
    fun w => E.inner_orthogonalProjectionOnto_eq_of_mem_left w _
  unfold basicStep
  constructor
  · intro h w
    have h0 := (smul_eq_zero.mp (sub_eq_self.mp h)).resolve_left (inv_ne_zero hc)
    rw [← hP w, h0, Submodule.coe_zero, inner_zero_right]
  · intro h
    have h0 : E.orthogonalProjectionOnto (M (u + e)) = 0 :=
      Subtype.ext (inner_self_eq_zero.mp ((hP _).trans (h _)))
    rw [h0, smul_zero, sub_zero]

variable {M} {a b : ℝ}

/-- For symmetric `M` between `a` and `b` and `c > 0`, one step multiplies the distance of two
iterates by at most any `κ` that is no less than `1 - a/c` and `b/c - 1`. -/
theorem error_le (hM : M.IsSymmetric) (hlo : ∀ x, a * ‖x‖ ^ 2 ≤ ⟪x, M x⟫_ℝ)
    (hhi : ∀ x, ⟪x, M x⟫_ℝ ≤ b * ‖x‖ ^ 2) {c κ : ℝ} (hc : 0 < c)
    (h1 : 1 - a / c ≤ κ) (h2 : b / c - 1 ≤ κ) (u : V) (e e' : E) :
    ‖basicStep M E c u e - basicStep M E c u e'‖ ≤ κ * ‖e - e'‖ := by
  have h := inner_error M E c u e e' (basicStep M E c u e - basicStep M E c u e')
  generalize basicStep M E c u e - basicStep M E c u e' = w at h ⊢
  generalize e - e' = d at h ⊢
  have hS : (LinearMap.id - c⁻¹ • M : V →ₗ[ℝ] V).IsSymmetric := by
    intro x y
    have hxy : ⟪M x, y⟫_ℝ = ⟪x, M y⟫_ℝ := hM x y
    simp only [LinearMap.sub_apply, LinearMap.id_apply, LinearMap.smul_apply, inner_sub_left,
      inner_sub_right, real_inner_smul_left, real_inner_smul_right, hxy]
  have hd := norm_apply_le_of_form_le hS (r := κ) (fun x => by
    have e1 := mul_le_mul_of_nonneg_left (hlo x) (inv_pos.mpr hc).le
    have e2 := mul_le_mul_of_nonneg_left (hhi x) (inv_pos.mpr hc).le
    have k1 := mul_le_mul_of_nonneg_right h1 (sq_nonneg ‖x‖)
    have k2 := mul_le_mul_of_nonneg_right h2 (sq_nonneg ‖x‖)
    simp only [div_eq_mul_inv] at k1 k2
    simp only [LinearMap.sub_apply, LinearMap.id_apply, LinearMap.smul_apply, inner_sub_right,
      real_inner_smul_right, real_inner_self_eq_norm_sq]
    exact abs_le.mpr ⟨by linarith, by linarith⟩) (d : V)
  -- the projector does not lengthen the error
  have hw := real_inner_le_norm (w : V) ((LinearMap.id - c⁻¹ • M : V →ₗ[ℝ] V) d)
  have hin : ⟪(w : V), (LinearMap.id - c⁻¹ • M : V →ₗ[ℝ] V) d⟫_ℝ = ‖(w : V)‖ ^ 2 := by
    rw [← real_inner_self_eq_norm_sq, h]
    simp only [LinearMap.sub_apply, LinearMap.id_apply, LinearMap.smul_apply, inner_sub_right,
      real_inner_smul_right]
  rw [hin] at hw
  refine le_trans ?_ hd
  change ‖(w : V)‖ ≤ _
  by_contra hlt
  nlinarith [norm_nonneg ((LinearMap.id - c⁻¹ • M : V →ₗ[ℝ] V) d), not_le.mp hlt]

/-- For symmetric `M` between `a` and `b`, `0 < a ≤ b`, the reference medium `c = (a + b)/2`
contracts errors by the factor `(b - a)/(b + a)`. -/
theorem error_le_midpoint (hM : M.IsSymmetric) (ha : 0 < a) (hab : a ≤ b)
    (hlo : ∀ x, a * ‖x‖ ^ 2 ≤ ⟪x, M x⟫_ℝ) (hhi : ∀ x, ⟪x, M x⟫_ℝ ≤ b * ‖x‖ ^ 2)
    (u : V) (e e' : E) :
    ‖basicStep M E ((a + b) / 2) u e - basicStep M E ((a + b) / 2) u e'‖
      ≤ (b - a) / (b + a) * ‖e - e'‖ := by
  have h1 : a + b ≠ 0 := by linarith
  have h2 : b + a ≠ 0 := by linarith
  refine error_le E hM hlo hhi (by linarith) (le_of_eq ?_) (le_of_eq ?_) u e e'
  · field_simp
    ring
  · field_simp
    ring

/-- If `M` is bounded below by `a` and `c > 0`, one step multiplies the distance of two iterates
by at least `a/c - 1`. -/
theorem le_error (hlo : ∀ x, a * ‖x‖ ^ 2 ≤ ⟪x, M x⟫_ℝ) {c : ℝ} (hc : 0 < c) (u : V) (e e' : E) :
    (a / c - 1) * ‖e - e'‖ ≤ ‖basicStep M E c u e - basicStep M E c u e'‖ := by
  have h := inner_error M E c u e e' (e - e')
  generalize basicStep M E c u e - basicStep M E c u e' = w at h ⊢
  generalize e - e' = d at h ⊢
  change (a / c - 1) * ‖(d : V)‖ ≤ ‖(w : V)‖
  have h1 := (abs_le.mp (abs_real_inner_le_norm (d : V) (w : V))).1
  have h2 := mul_le_mul_of_nonneg_left (hlo d) (inv_pos.mpr hc).le
  rw [h, real_inner_self_eq_norm_sq] at h1
  rcases (norm_nonneg (d : V)).eq_or_lt with h0 | hpos
  · rw [← h0, mul_zero]
    exact norm_nonneg _
  · refine le_of_mul_le_mul_left ?_ hpos
    rw [div_eq_mul_inv]
    linarith

/-- Let `M` be symmetric with `0 < a ≤ M ≤ b`. One compatible field `s` is the unique fixed point
for every `c ≠ 0`; with `c = (a + b)/2` the error shrinks by `(b - a)/(b + a)` per step, and with
`0 < c < a/2` every nonzero error grows in a step and diverges under iteration. -/
theorem basic_scheme (hM : M.IsSymmetric) (ha : 0 < a) (hab : a ≤ b)
    (hlo : ∀ x, a * ‖x‖ ^ 2 ≤ ⟪x, M x⟫_ℝ) (hhi : ∀ x, ⟪x, M x⟫_ℝ ≤ b * ‖x‖ ^ 2) (u : V) :
    ∃ s : E, (∀ c : ℝ, c ≠ 0 → ∀ e, basicStep M E c u e = e ↔ e = s) ∧
      (∀ (e : E) (n : ℕ), ‖(basicStep M E ((a + b) / 2) u)^[n] e - s‖
        ≤ ((b - a) / (b + a)) ^ n * ‖e - s‖) ∧
      (∀ c : ℝ, 0 < c → c < a / 2 → ∀ e, e ≠ s → ‖e - s‖ < ‖basicStep M E c u e - s‖ ∧
        Tendsto (fun n : ℕ => ‖(basicStep M E c u)^[n] e - s‖) atTop atTop) := by
  have hc0 : (a + b) / 2 ≠ 0 := by linarith
  have hρ0 : 0 ≤ (b - a) / (b + a) := div_nonneg (by linarith) (by linarith)
  have hρ1 : (b - a) / (b + a) < 1 := by
    rw [div_lt_one (by linarith)]
    linarith
  have hmid := error_le_midpoint E hM ha hab hlo hhi u
  have hf : ContractingWith ⟨(b - a) / (b + a), hρ0⟩ (basicStep M E ((a + b) / 2) u) :=
    ⟨NNReal.coe_lt_coe.mp hρ1, LipschitzWith.of_dist_le_mul fun x y => by
      rw [dist_eq_norm, dist_eq_norm]
      exact hmid x y⟩
  obtain ⟨s, hs, huniq⟩ : ∃ s : E, basicStep M E ((a + b) / 2) u s = s ∧
      ∀ t, basicStep M E ((a + b) / 2) u t = t → t = s :=
    ⟨ContractingWith.fixedPoint _ hf, hf.fixedPoint_isFixedPt, fun t ht => hf.fixedPoint_unique ht⟩
  -- equilibrium does not involve `c`, so the fixed point is shared by all reference media
  have hfix : ∀ c : ℝ, c ≠ 0 → ∀ e, basicStep M E c u e = e ↔ e = s := fun c hc e =>
    ((basicStep_eq_self_iff M E hc u e).trans (basicStep_eq_self_iff M E hc0 u e).symm).trans
      ⟨huniq e, fun h => by rw [h]; exact hs⟩
  refine ⟨s, hfix, fun e n => ?_, fun c hc hca e he => ?_⟩
  · induction n with
    | zero => simp
    | succ n ih =>
      have h := hmid ((basicStep M E ((a + b) / 2) u)^[n] e) s
      rw [hs] at h
      rw [Function.iterate_succ_apply', pow_succ', mul_assoc]
      exact h.trans (mul_le_mul_of_nonneg_left ih hρ0)
  · have hg : 1 < a / c - 1 := by
      have : 2 < a / c := by
        rw [lt_div_iff₀ hc]
        linarith
      linarith
    have hpos : 0 < ‖e - s‖ := norm_pos_iff.mpr (sub_ne_zero.mpr he)
    have hstep : ∀ x : E, (a / c - 1) * ‖x - s‖ ≤ ‖basicStep M E c u x - s‖ := fun x => by
      have h := le_error E hlo hc u x s
      rwa [(hfix c hc.ne' s).mpr rfl] at h
    refine ⟨(lt_mul_of_one_lt_left hpos hg).trans_le (hstep e), ?_⟩
    refine tendsto_atTop_mono (fun n => ?_)
      ((tendsto_pow_atTop_atTop_of_one_lt hg).atTop_mul_const hpos)
    induction n with
    | zero => simp
    | succ n ih =>
      rw [Function.iterate_succ_apply', pow_succ', mul_assoc]
      exact (mul_le_mul_of_nonneg_left ih (by linarith)).trans (hstep _)

/-- Let `E` contain eigenvectors of `M` with eigenvalues `a, b > 0`. If `c > 0` contracts all errors
by `ρ`, then `c (1 - ρ) ≤ a` and `b ≤ c (1 + ρ)`, and `ρ` is at least `(b - a)/(b + a)`. -/
theorem rate_optimal (ha : 0 < a) (hb : 0 < b) {p q : E} (hp : p ≠ 0) (hq : q ≠ 0)
    (hMp : M p = a • (p : V)) (hMq : M q = b • (q : V)) {c ρ : ℝ} (hc : 0 < c) (u : V)
    (h : ∀ e e' : E, ‖basicStep M E c u e - basicStep M E c u e'‖ ≤ ρ * ‖e - e'‖) :
    c * (1 - ρ) ≤ a ∧ b ≤ c * (1 + ρ) ∧ (b - a) / (b + a) ≤ ρ := by
  -- an error along an eigenvector is multiplied by `1 - m / c`
  have key : ∀ (v : E) (m : ℝ), v ≠ 0 → M v = m • (v : V) → |1 - c⁻¹ * m| ≤ ρ := by
    intro v m hv hm
    have hpos : 0 < ‖(v : V)‖ := by
      have h0 : 0 < ‖v‖ := norm_pos_iff.mpr hv
      exact h0
    have h2 := h v 0
    have h3 := abs_real_inner_le_norm (v : V)
      ((basicStep M E c u v - basicStep M E c u 0 : E) : V)
    rw [inner_error M E c u v 0 v] at h3
    simp only [sub_zero] at h2 h3
    rw [hm, real_inner_smul_right, real_inner_self_eq_norm_sq,
      show ‖(v : V)‖ ^ 2 - c⁻¹ * (m * ‖(v : V)‖ ^ 2) = (1 - c⁻¹ * m) * ‖(v : V)‖ ^ 2 by ring,
      abs_mul, abs_of_nonneg (sq_nonneg ‖(v : V)‖)] at h3
    have h5 : ‖(v : V)‖ * ‖((basicStep M E c u v - basicStep M E c u 0 : E) : V)‖
        ≤ ‖(v : V)‖ * (ρ * ‖(v : V)‖) := mul_le_mul_of_nonneg_left h2 hpos.le
    exact le_of_mul_le_mul_right (h3.trans (h5.trans_eq (by ring))) (pow_pos hpos 2)
  have h1 := (abs_le.mp (key p a hp hMp)).2
  have h2 := (abs_le.mp (key q b hq hMq)).1
  have hcc : c * c⁻¹ = 1 := mul_inv_cancel₀ hc.ne'
  have e1 : c * (1 - c⁻¹ * a) = c - a := by linear_combination -a * hcc
  have e2 : c * (1 - c⁻¹ * b) = c - b := by linear_combination -b * hcc
  have k1 := mul_le_mul_of_nonneg_left h1 hc.le
  have k2 := mul_le_mul_of_nonneg_left h2 hc.le
  refine ⟨by linarith, by linarith, ?_⟩
  rw [div_le_iff₀ (by linarith)]
  have l1 := mul_le_mul_of_nonneg_left h1 hb.le
  have l2 := mul_le_mul_of_nonneg_left h2 ha.le
  linarith

end

end FFTHomogenization
```

```lean
#print axioms FFTHomogenization.basic_scheme
#print axioms FFTHomogenization.rate_optimal
```

```
'FFTHomogenization.basic_scheme' depends on axioms: [propext, Classical.choice, Quot.sound]
'FFTHomogenization.rate_optimal' depends on axioms: [propext, Classical.choice, Quot.sound]
```

## What the theorems say about a solver

`V` is a real inner-product space of fields; on a grid, its inner product is the voxel average of the dot product. `E` is a complete subspace, which every subspace of a finite grid space is. `basicStep` is one update, a map from `E` to itself, and `^[n]` iterates it. The hypotheses `hM`, `hlo` and `hhi` are the symmetry and the two bounds of $M$.

`norm_apply_le_of_form_le` is the polarization argument, with the cases $\kappa=0$ and $\kappa>0$ split by `rcases`. `inner_error` is the tested error law, and `basicStep_eq_self_iff` is the equilibrium condition. `error_le` combines the first two for any $c>0$; `error_le_midpoint` inserts the midpoint and checks the fractions with `field_simp` and `ring`. `le_error` is the growth estimate. `basic_scheme` builds a `ContractingWith` map for Banach's theorem, carries the fixed point over to all $c\ne0$ through the equilibrium condition, and obtains both power laws by induction on `n`.

`rate_optimal` finds the eigenvector factors by testing the error law with the eigenvector itself. It needs neither symmetry nor the bounds on $M$, but it does need both eigenvectors in `E`. In a continuous medium made of two isotropic phases with permittivities $a$ and $b$, the gradient of a potential bump confined to one phase is such a field; on a Fourier grid its existence has to be checked. Where both exist, a uniform contraction with $\rho<1$ requires $c>b/2$, which for $a<b$ is a stricter limit than $a/2$.

The material is linear, real and symmetric, so absorbing media with complex permittivity fall outside the hypotheses, as do rounding and accelerated solvers such as conjugate gradients. The step from the model to the sample is discretisation: $s$ solves the problem posed on the chosen space, and its distance from the field in the real composite is a separate question.

The scheme could also have been modelled in Lippmann–Schwinger form, $e\mapsto-P(M-c)(u+e)/c$. This differs from `basicStep` by the added term $Pu$. The two agree when $u$ is orthogonal to $E$, as a uniform field is to fluctuations of zero mean. That version would need the orthogonality as a hypothesis, since otherwise its fixed point could depend on $c$; `basicStep` allows any `u`.
